# For fixed nonzero B, exactly one A brings A ⊗ B nearest to M in Hilbert-Schmidt distance

Q: Which objects and which distance do you mean?

A: Two finite-dimensional quantum systems have orthonormal bases labelled by \(i,j\in m\) and \(k,l\in n\). An operator on the composite is a complex matrix \(M\) with entries \(M_{(i,k),(j,l)}\), and the product has entries \((A\otimes B)_{(i,k),(j,l)}=A_{ij}B_{kl}\). In Lean the composite index is the type `m × n` and the product is written `⊗ₖ`.

```lean
import Mathlib

open Matrix
open scoped Kronecker

namespace NearestKroneckerFactor

noncomputable section

variable {ι m n : Type*} [Fintype ι] [Fintype m] [Fintype n]
```

The squared norm \(\|X\|^2=\sum_{ij}|X_{ij}|^2\) is `hsSq`. It carries no factor of one over the dimension.

```lean
/-- The squared Hilbert-Schmidt norm: the sum of the squared moduli of all entries. -/
def hsSq (X : Matrix ι ι ℂ) : ℝ := ∑ i, ∑ j, Complex.normSq (X i j)
```

The distance is the square root of the squared norm of the difference.

```lean
/-- The Hilbert-Schmidt distance between two matrices. -/
def hsDist (X Y : Matrix ι ι ℂ) : ℝ := √(hsSq (X - Y))
```

Contracting the second system with \(\overline{B}\) leaves a matrix on the first, \(C_{ij}=\sum_{kl}\overline{B_{kl}}\,M_{(i,k),(j,l)}\).

```lean
/-- The partial overlap of `M` with `B`: the second factor is contracted with the
complex conjugate of `B`, which leaves a matrix on the first factor. -/
def contract (B : Matrix n n ℂ) (M : Matrix (m × n) (m × n) ℂ) : Matrix m m ℂ :=
  Matrix.of fun i j => ∑ k, ∑ l, star (B k l) * M (i, k) (j, l)
```

The candidate for the best factor is \(A^0_{ij}=C_{ij}/\mathrm{Tr}(B^\dagger B)\).

```lean
/-- The partial overlap of `M` with `B`, divided by `Tr (Bᴴ B)`. -/
def bestFactor (B : Matrix n n ℂ) (M : Matrix (m × n) (m × n) ℂ) : Matrix m m ℂ :=
  Matrix.of fun i j => contract B M i j / (Bᴴ * B).trace
```

Q: Why should that candidate win? Show me without Lean.

A: First, \(\mathrm{Tr}(B^\dagger B)=\sum_{kl}|B_{kl}|^2=\|B\|^2\), which is positive because \(B\neq0\). Let \(R=M-A^0\otimes B\) be the residual. In each block \((i,j)\),
\[
\sum_{kl}\overline{B_{kl}}\,R_{(i,k),(j,l)}=C_{ij}-A^0_{ij}\|B\|^2=0 .
\]
For any \(A\), put \(D=A-A^0\), so that \(M-A\otimes B=R-D\otimes B\). Entry by entry,
\[
|R_{(i,k),(j,l)}-D_{ij}B_{kl}|^2=|R_{(i,k),(j,l)}|^2+|D_{ij}|^2|B_{kl}|^2-2\,\mathrm{Re}\big(\overline{D_{ij}}\,\overline{B_{kl}}\,R_{(i,k),(j,l)}\big).
\]
Summed over \(k,l\), the last term vanishes by the block orthogonality. Summing over \(i,j\) as well gives
\[
\|M-A\otimes B\|^2=\|R\|^2+\|A-A^0\|^2\,\|B\|^2 .
\]
The right side is least exactly when \(A=A^0\).

Q: Does the Lean proof follow that route?

A: Yes. It starts with two properties of the norm: it is nonnegative, and it vanishes only for the zero matrix.

```lean
/-- The squared Hilbert-Schmidt norm is nonnegative. -/
lemma hsSq_nonneg (X : Matrix ι ι ℂ) : 0 ≤ hsSq X :=
  Finset.sum_nonneg fun i _ => Finset.sum_nonneg fun j _ => Complex.normSq_nonneg (X i j)

/-- Only the zero matrix has zero Hilbert-Schmidt norm. -/
lemma hsSq_eq_zero (X : Matrix ι ι ℂ) : hsSq X = 0 ↔ X = 0 := by
  constructor
  · intro h
    unfold hsSq at h
    ext i j
    have h1 := (Finset.sum_eq_zero_iff_of_nonneg (fun i _ =>
      Finset.sum_nonneg fun j _ => Complex.normSq_nonneg (X i j))).1 h i (Finset.mem_univ i)
    have h2 := (Finset.sum_eq_zero_iff_of_nonneg (fun j _ =>
      Complex.normSq_nonneg (X i j))).1 h1 j (Finset.mem_univ j)
    exact Complex.normSq_eq_zero.1 h2
  · rintro rfl
    simp [hsSq]
```

Next comes the trace identity, obtained by writing out the matrix product and exchanging the two sums.

```lean
/-- The trace of `Bᴴ B` is the squared Hilbert-Schmidt norm of `B`. -/
lemma trace_eq_hsSq (B : Matrix n n ℂ) : (Bᴴ * B).trace = (hsSq B : ℂ) := by
  simp only [Matrix.trace, Matrix.diag_apply, Matrix.mul_apply, Matrix.conjTranspose_apply]
  rw [Finset.sum_comm]
  simp only [hsSq, Complex.ofReal_sum, Complex.normSq_eq_conj_mul_self, Complex.star_def]
```

The block orthogonality of \(R\) follows. Inside the proof, `e` is the expansion \(C_{ij}-A^0_{ij}\|B\|^2\), and `c` cancels the division.

```lean
omit [Fintype m] in
/-- The residual `M - bestFactor B M ⊗ B` has zero partial overlap with `B`. -/
theorem contract_residual (B : Matrix n n ℂ) (hB : B ≠ 0) (M : Matrix (m × n) (m × n) ℂ) :
    contract B (M - bestFactor B M ⊗ₖ B) = 0 := by
  have hs : (hsSq B : ℂ) ≠ 0 := Complex.ofReal_ne_zero.2 fun h => hB ((hsSq_eq_zero B).1 h)
  have t : ∑ k, ∑ l, star (B k l) * B k l = (hsSq B : ℂ) := by
    simp only [hsSq, Complex.ofReal_sum, Complex.normSq_eq_conj_mul_self, Complex.star_def]
  ext i j
  have e : contract B (M - bestFactor B M ⊗ₖ B) i j
      = contract B M i j - bestFactor B M i j * ∑ k, ∑ l, star (B k l) * B k l := by
    simp only [contract, Matrix.of_apply, Matrix.sub_apply, Matrix.kroneckerMap_apply,
      mul_sub, Finset.sum_sub_distrib, Finset.mul_sum]
    congr 1
    refine Finset.sum_congr rfl fun k _ => Finset.sum_congr rfl fun l _ => ?_
    ring
  have b : bestFactor B M i j = contract B M i j / (Bᴴ * B).trace := rfl
  have c : contract B M i j / (hsSq B : ℂ) * (hsSq B : ℂ) = contract B M i j := by
    field_simp
  rw [e, t, b, trace_eq_hsSq, c]
  exact sub_self _
```

The expansion of the square is done for a single block. There `e` is the entrywise formula and `z` removes the summed cross terms.

```lean
/-- If an array `r` is orthogonal to `b`, the squared norm of `r - c b` is the sum of the
squared norms of `r` and `c b`. -/
lemma block_pythagoras (b r : n → n → ℂ) (c : ℂ)
    (h : ∑ k, ∑ l, star (b k l) * r k l = 0) :
    ∑ k, ∑ l, Complex.normSq (r k l - c * b k l)
      = ∑ k, ∑ l, Complex.normSq (r k l)
        + Complex.normSq c * ∑ k, ∑ l, Complex.normSq (b k l) := by
  have e : ∀ k l, Complex.normSq (r k l - c * b k l) = Complex.normSq (r k l)
      + Complex.normSq c * Complex.normSq (b k l)
      - 2 * (star c * (star (b k l) * r k l)).re := by
    intro k l
    simp only [Complex.normSq_apply, Complex.sub_re, Complex.sub_im, Complex.mul_re,
      Complex.mul_im, Complex.star_def, Complex.conj_re, Complex.conj_im]
    ring
  -- the cross terms add up to zero by orthogonality
  have z : ∑ k, ∑ l, (star c * (star (b k l) * r k l)).re = 0 := by
    have h' := congrArg (fun w => (star c * w).re) h
    simpa only [Finset.mul_sum, Complex.re_sum, mul_zero, Complex.zero_re] using h'
  simp only [e, Finset.sum_sub_distrib, Finset.sum_add_distrib, ← Finset.mul_sum, z]
  ring
```

To use this on the composite system, the norm is rearranged into a sum over blocks.

```lean
/-- The squared norm on a composite system, summed block by block. -/
lemma hsSq_blocks (X : Matrix (m × n) (m × n) ℂ) :
    hsSq X = ∑ i, ∑ j, ∑ k, ∑ l, Complex.normSq (X (i, k) (j, l)) := by
  simp only [hsSq, Fintype.sum_prod_type]
  exact Finset.sum_congr rfl fun i _ => Finset.sum_comm
```

Applying the one-block result with \(c=D_{ij}\) and summing over the blocks gives the Pythagorean identity.

```lean
/-- The squared distance from `M` to `A ⊗ B` is that from `M` to `bestFactor B M ⊗ B` plus
the squared norm of `A - bestFactor B M` times that of `B`. -/
theorem hsSq_pythagoras (B : Matrix n n ℂ) (hB : B ≠ 0) (M : Matrix (m × n) (m × n) ℂ)
    (A : Matrix m m ℂ) :
    hsSq (M - A ⊗ₖ B)
      = hsSq (M - bestFactor B M ⊗ₖ B) + hsSq (A - bestFactor B M) * hsSq B := by
  have key : ∀ i j, ∑ k, ∑ l, Complex.normSq ((M - A ⊗ₖ B) (i, k) (j, l))
      = ∑ k, ∑ l, Complex.normSq ((M - bestFactor B M ⊗ₖ B) (i, k) (j, l))
        + Complex.normSq ((A - bestFactor B M) i j) * hsSq B := by
    intro i j
    have h := congrFun (congrFun (contract_residual B hB M) i) j
    have p := block_pythagoras (fun k l => B k l)
      (fun k l => (M - bestFactor B M ⊗ₖ B) (i, k) (j, l)) ((A - bestFactor B M) i j) h
    refine Eq.trans ?_ p
    refine Finset.sum_congr rfl fun k _ => Finset.sum_congr rfl fun l _ =>
      congrArg Complex.normSq ?_
    simp only [Matrix.sub_apply, Matrix.kroneckerMap_apply]
    ring
  rw [hsSq_blocks (M - A ⊗ₖ B), hsSq_blocks (M - bestFactor B M ⊗ₖ B)]
  simp only [key, Finset.sum_add_distrib, ← Finset.sum_mul]
  rfl
```

Q: And does the main theorem really say "exactly one minimiser", or only that the formula gives a good one?

A: It is an equivalence. The left side says that \(A\) does at least as well as every competitor \(A'\), with \(M\) and \(B\) held fixed; the right side says that \(A\) is the matrix given by the formula. The formula therefore yields a minimiser, and any minimiser equals it.

In the forward direction, comparison with \(A^0\) forces \(\|A-A^0\|^2\|B\|^2\le0\), hence \(A=A^0\). In the other direction, the extra term is nonnegative for every \(A'\). Monotonicity of the square root translates between distances and their squares.

```lean
/-- For fixed nonzero `B`, a matrix `A` minimises the Hilbert-Schmidt distance from `M` to
`A ⊗ B` exactly when it is the partial overlap of `M` with `B` divided by `Tr (Bᴴ B)`. -/
theorem minimiser_iff (B : Matrix n n ℂ) (hB : B ≠ 0) (M : Matrix (m × n) (m × n) ℂ)
    (A : Matrix m m ℂ) :
    (∀ A' : Matrix m m ℂ, hsDist M (A ⊗ₖ B) ≤ hsDist M (A' ⊗ₖ B)) ↔
      A = Matrix.of fun i j =>
        (∑ k, ∑ l, star (B k l) * M (i, k) (j, l)) / (Bᴴ * B).trace := by
  change _ ↔ A = bestFactor B M
  have hs : 0 < hsSq B :=
    lt_of_le_of_ne (hsSq_nonneg B) fun h => hB ((hsSq_eq_zero B).1 h.symm)
  constructor
  · intro h
    have h1 := (Real.sqrt_le_sqrt_iff (hsSq_nonneg _)).1 (h (bestFactor B M))
    have p := hsSq_pythagoras B hB M A
    -- the excess over the least value must vanish
    have h2 : hsSq (A - bestFactor B M) ≤ 0 := by
      by_contra hc
      have := mul_pos (not_le.1 hc) hs
      linarith
    exact sub_eq_zero.1 ((hsSq_eq_zero _).1 (le_antisymm h2 (hsSq_nonneg _)))
  · rintro rfl A'
    apply Real.sqrt_le_sqrt
    have p := hsSq_pythagoras B hB M A'
    have := mul_nonneg (hsSq_nonneg (A' - bestFactor B M)) hs.le
    linarith
```

Q: How good is the best approximation?

A: Set \(A=0\) in the Pythagorean identity. Since \(\|A^0\|^2=\|C\|^2/\|B\|^4\), the least squared distance is \(\|R\|^2=\|M\|^2-\|C\|^2/\|B\|^2\).

```lean
/-- The squared distance from `M` to `bestFactor B M ⊗ B` is the squared norm of `M` minus
the squared norm of the partial overlap divided by that of `B`. -/
theorem least_value (B : Matrix n n ℂ) (hB : B ≠ 0) (M : Matrix (m × n) (m × n) ℂ) :
    hsSq (M - bestFactor B M ⊗ₖ B) = hsSq M - hsSq (contract B M) / hsSq B := by
  have hs : hsSq B ≠ 0 := fun h => hB ((hsSq_eq_zero B).1 h)
  have hb : ∀ i j, Complex.normSq (bestFactor B M i j)
      = Complex.normSq (contract B M i j) / (hsSq B * hsSq B) := by
    intro i j
    rw [show bestFactor B M i j = contract B M i j / (Bᴴ * B).trace from rfl,
      trace_eq_hsSq, Complex.normSq_div, Complex.normSq_ofReal]
  have hn : hsSq (bestFactor B M) = hsSq (contract B M) / (hsSq B * hsSq B) := by
    have h : hsSq (bestFactor B M)
        = ∑ i, ∑ j, Complex.normSq (contract B M i j) / (hsSq B * hsSq B) :=
      Finset.sum_congr rfl fun i _ => Finset.sum_congr rfl fun j _ => hb i j
    rw [h]
    simp only [← Finset.sum_div]
    rfl
  have hneg : hsSq (-bestFactor B M) = hsSq (bestFactor B M) := by simp [hsSq]
  -- compare with the trial factor `A = 0`
  have p := hsSq_pythagoras B hB M 0
  rw [Matrix.zero_kronecker, sub_zero, zero_sub, hneg, hn] at p
  have q : hsSq (contract B M) / (hsSq B * hsSq B) * hsSq B
      = hsSq (contract B M) / hsSq B := by
    field_simp
  linarith
```

This gives a test for exact factorisation with the prescribed \(B\). If \(M=A\otimes B\) for some \(A\), the least distance is zero, so \(\|C\|^2=\|B\|^2\|M\|^2\). Conversely, that equality makes \(R=0\), and \(A^0\) is the missing factor.

```lean
/-- For fixed nonzero `B`, the matrix `M` is exactly of the form `A ⊗ B` for some `A` if and only if
the squared norm of its partial overlap with `B` equals the product of the squared norms of `B` and
`M`. -/
theorem factorises_iff (B : Matrix n n ℂ) (hB : B ≠ 0) (M : Matrix (m × n) (m × n) ℂ) :
    (∃ A : Matrix m m ℂ, M = A ⊗ₖ B) ↔ hsSq (contract B M) = hsSq B * hsSq M := by
  have hs : hsSq B ≠ 0 := fun h => hB ((hsSq_eq_zero B).1 h)
  have v := least_value B hB M
  constructor
  · rintro ⟨A, hA⟩
    have p := hsSq_pythagoras B hB M A
    have h0 : hsSq (M - A ⊗ₖ B) = 0 := (hsSq_eq_zero _).2 (sub_eq_zero.2 hA)
    have h1 := mul_nonneg (hsSq_nonneg (A - bestFactor B M)) (hsSq_nonneg B)
    have h2 := hsSq_nonneg (M - bestFactor B M ⊗ₖ B)
    have h3 : hsSq (contract B M) / hsSq B = hsSq M := by linarith
    rw [← h3]
    field_simp
  · intro h
    have h3 : hsSq (contract B M) / hsSq B = hsSq M := by
      rw [h]
      field_simp
    exact ⟨bestFactor B M, sub_eq_zero.1 ((hsSq_eq_zero _).1 (by linarith))⟩

end

end NearestKroneckerFactor
```

```lean
#print axioms NearestKroneckerFactor.minimiser_iff
-- 'NearestKroneckerFactor.minimiser_iff' depends on axioms: [propext, Classical.choice, Quot.sound]
#print axioms NearestKroneckerFactor.factorises_iff
-- 'NearestKroneckerFactor.factorises_iff' depends on axioms: [propext, Classical.choice, Quot.sound]
```

Q: What goes wrong if \(B=0\) is allowed?

A: Uniqueness. Take both systems one-dimensional, \(M=1\) and \(B=0\). Then \(A\otimes B=0\) for every number \(A\), so all of them lie at distance 1 and all are minimisers. The formula reads \(0/0\), which Lean evaluates as 0, and so it would single out \(A=0\) wrongly.

Q: Where would I meet this, and what is left out?

A: For two finite-dimensional systems and \(B\) the identity, \(A^0\) is the partial trace of \(M\) over the second system divided by that system's dimension: the best Hilbert-Schmidt approximation of a Hamiltonian by an operator acting on the first system alone. The theorem does not optimise \(B\), treats no other norm, and lets \(A\) range over all complex matrices, with no constraint such as positivity or unit trace.
